# A basis-set error that falls with the cutoff lowers the equilibrium volume at fixed plane-wave number

Take a crystal whose converged energy is harmonic in the cell volume $V$, $E_0(V)=\tfrac{B}{2}(V-V_0)^2$ where $B>0$ is the curvature of the energy (the bulk modulus at the minimum is $BV_0$), and suppose that the finite basis adds an error $sV$ with $s>0$. The computed energy is stationary where $B(V-V_0)+s=0$, that is, at $V=V_0-s/B$. With $B=1$, $V_0=10$ and $s=1$ in arbitrary units, the minimum moves from 10 to 9: the computed energy is $0+10=10$ at the converged volume and $\tfrac12+9=9.5$ at the new one. The converged energy is flat at its minimum, so even a small slope in the error displaces it.

Now hold the number of plane waves fixed. For any converged energy curve that is differentiable at its minimum, a global minimum of the computed energy is likewise displaced to a smaller volume, provided that the error depends on the cutoff alone and has negative slope in it. In this one-parameter model, an energy–volume curve computed with a fixed set of plane waves gives too small an equilibrium volume, whereas at fixed cutoff the error is constant and causes no shift.

```lean
import Mathlib

open Set Filter Topology

namespace FixedPlaneWaveNumber

noncomputable section
```

## The cutoff of a fixed plane-wave set

When a cell is scaled uniformly, every wave vector in a fixed set of plane waves scales as $V^{-1/3}$. Its kinetic energy, and with it the cutoff, scales as $V^{-2/3}$:

$$C(V)=K\,V^{-2/3},\qquad K>0.$$

The constant $K$ stands for the size of the set: more plane waves mean a larger $K$.

```lean
/-- The plane-wave cutoff `K V^(-2/3)` at cell volume `V > 0` when the number of plane waves,
encoded in `K`, is held fixed. -/
def cutoff (K V : ℝ) : ℝ := K * V ^ (-(2 / 3) : ℝ)
```

Volumes, cutoffs and energies are real numbers in any consistent units. The plane waves themselves do not appear, and neither do changes of cell shape.

The computed energy is the converged energy plus the basis-set error $g$ at the current cutoff,

$$E(V)=E_0(V)+g(C(V)).$$

```lean
/-- The energy computed at volume `V > 0` with a fixed number of plane waves: the converged energy
`E0` plus the basis-set error `g` at the current cutoff. -/
def fixedBasisEnergy (E0 g : ℝ → ℝ) (K V : ℝ) : ℝ := E0 V + g (cutoff K V)
```

Here `E0` and `g` are arbitrary functions, and the theorems state what is required of them. The condition $g'<0$ stands for the variational gain from a larger basis. Variation alone gives only that the error does not increase, so its strictly negative slope is assumed, as are its smoothness and the absence of any separate dependence on volume. No electronic-structure energy is constructed from which these properties could be derived.

## The error grows with volume

By the chain rule,

$$\frac{d}{dV}\,g(C(V))=g'(C(V))\cdot K\left(-\tfrac23\right)V^{-5/3}>0,$$

because both factors are negative: expansion lowers the cutoff, and a lower cutoff raises the error.

```lean
/-- If the basis-set error has negative slope in the cutoff, then at fixed plane-wave number
`K > 0` it has positive slope in the volume, at every positive volume. -/
theorem basisError_slope_pos {g g' : ℝ → ℝ} {K V : ℝ} (hK : 0 < K) (hV : 0 < V)
    (hg : ∀ C, 0 < C → HasDerivAt g (g' C) C) (hneg : ∀ C, 0 < C → g' C < 0) :
    ∃ s, 0 < s ∧ HasDerivAt (fun v => g (cutoff K v)) s V := by
  have hpos : 0 < cutoff K V := mul_pos hK (Real.rpow_pos_of_pos hV _)
  have hc : HasDerivAt (cutoff K) (K * (-(2 / 3) * V ^ (-(2 / 3) - 1 : ℝ))) V :=
    (Real.hasDerivAt_rpow_const (Or.inl hV.ne')).const_mul K
  -- the cutoff falls as the cell expands
  have hdown : K * (-(2 / 3) * V ^ (-(2 / 3) - 1 : ℝ)) < 0 := by
    have h := mul_pos hK (Real.rpow_pos_of_pos hV (-(2 / 3) - 1 : ℝ))
    linarith
  exact ⟨_, mul_pos_of_neg_of_neg (hneg _ hpos) hdown, (hg _ hpos).comp V hc⟩
```

The hypotheses `hg` and `hneg` say that `g` has derivative `g' C` at every positive cutoff and that this derivative is negative. The conclusion supplies a positive number `s` that is the slope of the error at `V`. In the proof, `hc` differentiates the power, `hdown` gives the sign of the result, and `comp` applies the chain rule.

A positive slope at every positive volume makes the error strictly increasing: by the mean value theorem, $0<V<W$ implies $g(C(V))<g(C(W))$.

```lean
/-- If the basis-set error has negative slope in the cutoff, then at fixed plane-wave number
`K > 0` it grows strictly with the volume on all positive volumes. -/
theorem basisError_strictMonoOn {g g' : ℝ → ℝ} {K : ℝ} (hK : 0 < K)
    (hg : ∀ C, 0 < C → HasDerivAt g (g' C) C) (hneg : ∀ C, 0 < C → g' C < 0) :
    StrictMonoOn (fun v => g (cutoff K v)) (Ioi 0) := by
  refine strictMonoOn_of_deriv_pos (convex_Ioi 0) (fun v hv => ?_) (fun v hv => ?_)
  · obtain ⟨s, _, h⟩ := basisError_slope_pos hK hv hg hneg
    exact h.continuousAt.continuousWithinAt
  · rw [interior_Ioi] at hv
    obtain ⟨s, hs, h⟩ := basisError_slope_pos hK hv hg hneg
    rw [h.deriv]
    exact hs
```

`StrictMonoOn … (Ioi 0)` is this statement on the open half-line of positive volumes. The two bullets provide continuity and the positive derivative, both from the preceding lemma.

## A slight compression lowers the energy

At its minimum the converged energy has $E_0'(V_0)=0$, so $E'(V_0)=0+s=s>0$. For $W$ close enough to $V_0$,

$$\frac{E(W)-E(V_0)}{W-V_0}>0.$$

If also $W<V_0$, the denominator is negative, hence $E(W)<E(V_0)$. In terms of pressure, $-E'(V_0)=-s$ is negative at the converged equilibrium, and the computed cell tends to contract.

```lean
/-- Let the converged energy be minimal at `V0 > 0` and differentiable there, and let the
basis-set error have negative slope in the cutoff. Then at fixed plane-wave number `K > 0` there
are volumes below `V0`, as close to it as desired, with a lower computed energy than `V0`. -/
theorem compression_lowers_energy {E0 g g' : ℝ → ℝ} {K V0 V1 : ℝ} (hK : 0 < K) (hV0 : 0 < V0)
    (hE : DifferentiableAt ℝ E0 V0) (hmin : IsMinOn E0 (Ioi 0) V0)
    (hg : ∀ C, 0 < C → HasDerivAt g (g' C) C) (hneg : ∀ C, 0 < C → g' C < 0) (h1 : V1 < V0) :
    ∃ W ∈ Ioo V1 V0, fixedBasisEnergy E0 g K W < fixedBasisEnergy E0 g K V0 := by
  obtain ⟨s, hs, herr⟩ := basisError_slope_pos hK hV0 hg hneg
  -- the converged energy is flat at its minimum, so only the basis error contributes
  have hflat : deriv E0 V0 = 0 := (hmin.isLocalMin (Ioi_mem_nhds hV0)).deriv_eq_zero
  have hE' : HasDerivAt E0 0 V0 := hflat ▸ hE.hasDerivAt
  have htot : HasDerivAt (fixedBasisEnergy E0 g K) (0 + s) V0 := hE'.add herr
  rw [zero_add] at htot
  have hslope : ∀ᶠ W in 𝓝[<] V0, 0 < slope (fixedBasisEnergy E0 g K) V0 W :=
    ((hasDerivAt_iff_tendsto_slope.1 htot).eventually (lt_mem_nhds hs)).filter_mono
      (nhdsWithin_mono V0 (fun _ hx => ne_of_lt hx))
  obtain ⟨W, hW, hWmem⟩ := (hslope.and (Ioo_mem_nhdsLT h1)).exists
  refine ⟨W, hWmem, ?_⟩
  rw [slope_def_field] at hW
  rcases div_pos_iff.1 hW with h | h
  · linarith [h.2, hWmem.2]
  · linarith [h.1]
```

`IsMinOn E0 (Ioi 0) V0` says that no positive volume has a lower converged energy than `V0`. Differentiability is required only at that point. For any `V1` below `V0`, the theorem finds a lower-energy `W` between the two; taking `V1` to be zero makes `W` a positive volume.

The proof obtains the zero slope in `hflat` and the total derivative in `htot`. The statement `hslope` says that the difference quotient is positive just to the left of `V0`, and the final case split reads off the sign of the numerator.

Smoothness at $V_0$ matters here. For $E_0(V)=c\,|V-V_0|$ and an error $sV$ with $c>s>0$, the minimum stays at $V_0$, so convexity and continuity of $E_0$ would not suffice.

## Every global minimizer lies below the converged volume

Let $V$ minimize the computed energy over positive volumes. It cannot equal $V_0$, since a slight compression from there lowers the energy. If $V>V_0$, then $E_0(V)\ge E_0(V_0)$ and the error is strictly larger, so

$$E(V)=E_0(V)+g(C(V))>E_0(V_0)+g(C(V_0))=E(V_0),$$

which contradicts minimality. Therefore $V<V_0$.

```lean
/-- Let the converged energy be minimal at `V0 > 0` and differentiable there, and let the
basis-set error have negative slope in the cutoff. Then every volume that minimizes the energy
computed at fixed plane-wave number `K > 0` lies strictly below `V0`. -/
theorem equilibrium_volume_lt {E0 g g' : ℝ → ℝ} {K V0 V : ℝ} (hK : 0 < K) (hV0 : 0 < V0)
    (hE : DifferentiableAt ℝ E0 V0) (hmin : IsMinOn E0 (Ioi 0) V0)
    (hg : ∀ C, 0 < C → HasDerivAt g (g' C) C) (hneg : ∀ C, 0 < C → g' C < 0)
    (hV : 0 < V) (hVmin : IsMinOn (fixedBasisEnergy E0 g K) (Ioi 0) V) : V < V0 := by
  by_contra hnot
  rcases (not_lt.1 hnot).eq_or_lt with heq | hlt
  · -- at `V0` itself a slight compression still lowers the energy
    obtain ⟨W, hW, hlow⟩ := compression_lowers_energy hK hV0 hE hmin hg hneg hV0
    have h := isMinOn_iff.1 hVmin W hW.1
    rw [← heq] at h
    linarith
  · -- above `V0` the basis error is strictly larger and the converged energy no smaller
    have h := isMinOn_iff.1 hVmin V0 hV0
    have h0 := isMinOn_iff.1 hmin V hV
    have herr : g (cutoff K V0) < g (cutoff K V) :=
      basisError_strictMonoOn hK hg hneg hV0 hV hlt
    unfold fixedBasisEnergy at h
    linarith
```

The hypothesis `hVmin` makes `V` a global minimizer of the computed energy. The theorem locates every such volume but does not claim that one exists. Convexity is not needed: $E_0$ may have further wells. After `by_contra`, the two cases are $V=V_0$ and $V>V_0$, and `linarith` combines the inequalities displayed above.

## Convexity extends the bound to stationary volumes

A volume relaxation may stop at a stationary point that is not a global minimum. There $E'(V)=0$, so $E_0'(V)=-s<0$, where $s$ is now the slope of the error at $V$. If $V=V_0$, this contradicts $E_0'(V_0)=0$. If $V>V_0$, convexity bounds the slope of the chord by the slope at its right end:

$$0\le\frac{E_0(V)-E_0(V_0)}{V-V_0}\le E_0'(V)=-s<0,$$

which is impossible.

```lean
/-- Let the converged energy be convex on positive volumes with a minimum at `V0 > 0`, and let the
basis-set error have negative slope in the cutoff. Then every positive volume at which the energy
computed at fixed plane-wave number `K > 0` is stationary lies strictly below `V0`. -/
theorem stationary_volume_lt {E0 g g' : ℝ → ℝ} {K V0 V : ℝ} (hK : 0 < K) (hV0 : 0 < V0)
    (hconv : ConvexOn ℝ (Ioi 0) E0) (hmin : IsMinOn E0 (Ioi 0) V0)
    (hg : ∀ C, 0 < C → HasDerivAt g (g' C) C) (hneg : ∀ C, 0 < C → g' C < 0)
    (hV : 0 < V) (hstat : HasDerivAt (fixedBasisEnergy E0 g K) 0 V) : V < V0 := by
  obtain ⟨s, hs, herr⟩ := basisError_slope_pos hK hV hg hneg
  -- stationarity forces the converged energy to have slope `-s < 0`
  have hE : HasDerivAt E0 (0 - s) V := by
    have h := hstat.fun_sub herr
    have hfun : (fun v => fixedBasisEnergy E0 g K v - g (cutoff K v)) = E0 := by
      funext v
      simp only [fixedBasisEnergy, add_sub_cancel_right]
    rwa [hfun] at h
  by_contra hnot
  rcases (not_lt.1 hnot).eq_or_lt with heq | hlt
  · subst heq
    have h := (hmin.isLocalMin (Ioi_mem_nhds hV0)).hasDerivAt_eq_zero hE
    linarith
  · -- a convex energy cannot fall beyond its minimum
    have h := hconv.slope_le_of_hasDerivAt hV0 hV hlt hE
    rw [slope_def_field] at h
    have h0 := div_nonneg (sub_nonneg.2 (isMinOn_iff.1 hmin V hV)) (sub_nonneg.2 hlt.le)
    linarith
```

`ConvexOn ℝ (Ioi 0) E0` is convexity over positive volumes, and `hstat` says that the computed energy has derivative zero at `V`. Differentiability of `E0` at `V` need not be assumed: `hE` obtains it by subtracting the differentiable error from the total. The lemma `slope_le_of_hasDerivAt` is the chord inequality.

Convexity over all positive volumes excludes a binding curve that levels off as the atoms separate. The argument by hand covers that case too: it is enough that $E_0$ does not decrease beyond its minimum $V_0$, since then $E_0'(V)\ge0$ wherever the derivative exists there, which contradicts $E_0'(V)=-s<0$. If instead $E_0$ descends again beyond $V_0$, its slope can cancel that of the error and give a stationary point there. The Lean theorem treats only the convex case.

## A repulsive wall guarantees a compressed local minimum

Suppose that at some volume $V_1$ with $0<V_1<V_0$ the computed energy is at least as high as at $V_0$. This condition stands for the repulsion met on strong compression. If $E_0$ is continuous on $[V_1,V_0]$, then $E$ attains a minimum on that interval at some $m$. A slight compression from $V_0$ gives a point $W$ inside with

$$E(m)\le E(W)<E(V_0)\le E(V_1).$$

Thus $m$ is neither end point, and it is a local minimum of $E$.

```lean
/-- Let the converged energy be minimal at `V0` and differentiable there, and continuous on
`[V1, V0]` with `0 < V1 < V0`; let the basis-set error have negative slope in the cutoff. If the
energy computed at fixed plane-wave number `K > 0` is at least as high at `V1` as at `V0`, it has
a local minimum strictly between them. -/
theorem exists_compressed_equilibrium {E0 g g' : ℝ → ℝ} {K V0 V1 : ℝ} (hK : 0 < K)
    (hV1 : 0 < V1) (h1 : V1 < V0) (hcont : ContinuousOn E0 (Icc V1 V0))
    (hE : DifferentiableAt ℝ E0 V0) (hmin : IsMinOn E0 (Ioi 0) V0)
    (hg : ∀ C, 0 < C → HasDerivAt g (g' C) C) (hneg : ∀ C, 0 < C → g' C < 0)
    (hwall : fixedBasisEnergy E0 g K V0 ≤ fixedBasisEnergy E0 g K V1) :
    ∃ V ∈ Ioo V1 V0, IsLocalMin (fixedBasisEnergy E0 g K) V := by
  have herr : ContinuousOn (fun v => g (cutoff K v)) (Icc V1 V0) := fun v hv => by
    obtain ⟨s, _, h⟩ := basisError_slope_pos hK (hV1.trans_le hv.1) hg hneg
    exact h.continuousAt.continuousWithinAt
  have htot : ContinuousOn (fixedBasisEnergy E0 g K) (Icc V1 V0) := hcont.add herr
  obtain ⟨m, hm, hmmin⟩ := isCompact_Icc.exists_isMinOn (nonempty_Icc.2 h1.le) htot
  obtain ⟨W, hW, hlow⟩ := compression_lowers_energy hK (hV1.trans h1) hE hmin hg hneg h1
  have hmW := isMinOn_iff.1 hmmin W ⟨hW.1.le, hW.2.le⟩
  -- the minimum over the interval is below both end values
  have hleft : V1 < m := lt_of_le_of_ne hm.1 (fun h => by rw [← h] at hmW; linarith)
  have hright : m < V0 := lt_of_le_of_ne hm.2 (fun h => by rw [h] at hmW; linarith)
  exact ⟨m, ⟨hleft, hright⟩, hmmin.isLocalMin (Icc_mem_nhds hleft hright)⟩
```

The repulsion enters as `hwall`. `IsLocalMin` compares `V` only with nearby volumes, so a lower energy elsewhere remains possible. The proof gets the minimizer from `isCompact_Icc.exists_isMinOn`, and `hleft` and `hright` exclude the ends.

## The exact shift in the harmonic case

The opening example corresponds to the error $g(C)=a\,C^{-3/2}$, which at fixed $K$ is linear in the volume:

$$a\left(KV^{-2/3}\right)^{-3/2}=a\,K^{-3/2}\,V.$$

Write $k=K^{-3/2}$ and $V_*=V_0-ak/B$. Completing the square gives

$$\tfrac{B}{2}(V-V_0)^2+akV=\tfrac{B}{2}(V-V_*)^2+akV_0-\frac{(ak)^2}{2B}.$$

If $V_*>0$, it is therefore the unique minimizer over positive volumes. For $a=8$ and $K=4$ we have $k=\tfrac18$ and $ak=1$, which is the slope used at the start; with $B=1$ and $V_0=10$ this gives $V_*=9$. Raising $K$ to 16 gives $k=\tfrac1{64}$, and the shift falls from 1 to $\tfrac18$.

```lean
/-- For the harmonic energy `B (V - V0)^2 / 2` with `B > 0` and the basis-set error `a C^(-3/2)`,
the minimizer at fixed plane-wave number `K > 0` is exactly `V0 - a K^(-3/2) / B`, provided this
volume is positive. -/
theorem harmonic_equilibrium_iff {B a K V0 V : ℝ} (hB : 0 < B) (hK : 0 < K) (hV : 0 < V)
    (hpos : 0 < V0 - a * K ^ (-(3 / 2) : ℝ) / B) :
    IsMinOn (fixedBasisEnergy (fun v => B / 2 * (v - V0) ^ 2)
      (fun C => a * C ^ (-(3 / 2) : ℝ)) K) (Ioi 0) V ↔
      V = V0 - a * K ^ (-(3 / 2) : ℝ) / B := by
  -- the basis error is linear in the volume
  have hlin : ∀ v : ℝ, 0 < v → cutoff K v ^ (-(3 / 2) : ℝ) = K ^ (-(3 / 2) : ℝ) * v := by
    intro v hv
    have he : (-(2 / 3) : ℝ) * (-(3 / 2)) = 1 := by norm_num
    rw [cutoff, Real.mul_rpow hK.le (Real.rpow_nonneg hv.le _), ← Real.rpow_mul hv.le, he,
      Real.rpow_one]
  -- complete the square
  have hsq : ∀ v : ℝ, 0 < v → fixedBasisEnergy (fun v => B / 2 * (v - V0) ^ 2)
      (fun C => a * C ^ (-(3 / 2) : ℝ)) K v =
      B / 2 * (v - (V0 - a * K ^ (-(3 / 2) : ℝ) / B)) ^ 2 +
        (a * K ^ (-(3 / 2) : ℝ) * V0 - (a * K ^ (-(3 / 2) : ℝ)) ^ 2 / (2 * B)) := by
    intro v hv
    simp only [fixedBasisEnergy, hlin v hv]
    generalize K ^ (-(3 / 2) : ℝ) = k
    field_simp
    ring
  rw [isMinOn_iff]
  constructor
  · intro h
    have h' := h _ hpos
    rw [hsq V hV, hsq _ hpos, sub_self] at h'
    have hz : (V - (V0 - a * K ^ (-(3 / 2) : ℝ) / B)) ^ 2 = 0 := by
      refine le_antisymm ?_ (sq_nonneg _)
      by_contra hn
      have := mul_pos (half_pos hB) (not_le.1 hn)
      linarith
    exact sub_eq_zero.1 (pow_eq_zero_iff two_ne_zero |>.1 hz)
  · intro h v hv
    rw [hsq V hV, hsq v hv, sub_eq_zero.2 h]
    have := mul_nonneg (half_pos hB).le (sq_nonneg (v - (V0 - a * K ^ (-(3 / 2) : ℝ) / B)))
    linarith

end

end FixedPlaneWaveNumber
```

The equivalence says that a positive `V` is a minimizer exactly when it equals $V_*$, and `hpos` places $V_*$ among the positive volumes. The step `hlin` is the cancellation of exponents and `hsq` is the completed square. In the forward direction, comparing `V` with $V_*$ forces the square to vanish; in the reverse direction, the square is nonnegative everywhere.

The theorem leaves the sign of $a$ free. The downward shift belongs to $a>0$, where the error falls with the cutoff; for $a<0$ the minimizer moves up. The same reasoning gives a mirror image of the general bound: if $g'>0$ at all positive cutoffs, the error falls with volume, a slight expansion from $V_0$ lowers the energy, and every global minimizer lies strictly above $V_0$. This mirrored general bound is an informal remark.

```lean
#print axioms FixedPlaneWaveNumber.equilibrium_volume_lt
#print axioms FixedPlaneWaveNumber.stationary_volume_lt
#print axioms FixedPlaneWaveNumber.exists_compressed_equilibrium
#print axioms FixedPlaneWaveNumber.harmonic_equilibrium_iff
```

```
'FixedPlaneWaveNumber.equilibrium_volume_lt' depends on axioms: [propext, Classical.choice, Quot.sound]
'FixedPlaneWaveNumber.stationary_volume_lt' depends on axioms: [propext, Classical.choice, Quot.sound]
'FixedPlaneWaveNumber.exists_compressed_equilibrium' depends on axioms: [propext, Classical.choice, Quot.sound]
'FixedPlaneWaveNumber.harmonic_equilibrium_iff' depends on axioms: [propext, Classical.choice, Quot.sound]
```
